# For g > 0, a nearest-neighbour truncated repulsion matrix is positive definite on open chains of every length exactly when U ≥ 2g

On an open chain with one orbital per site, let U be the repulsion integral of an orbital with itself and g the integral between nearest neighbours, both real energies, and set every integral at a larger distance to zero. The charges qᵢ are real numbers in units of the elementary charge, and the sites of a chain of n + 1 orbitals are numbered from 0 to n.

```lean
import Mathlib

open Matrix Finset

namespace TruncatedChainRepulsion

noncomputable section

/-- Repulsion integral between the orbitals at sites `i` and `j` of a chain: `U` on the same site,
`g` between nearest neighbours, and zero at any larger distance. -/
def gamma (U g : ℝ) (i j : ℕ) : ℝ :=
  if i = j then U else if i + 1 = j ∨ j + 1 = i then g else 0

/-- The repulsion matrix of an open chain of `n` orbitals with nearest-neighbour truncation. -/
def repulsion (U g : ℝ) (n : ℕ) : Matrix (Fin n) (Fin n) ℝ :=
  Matrix.of fun i j => gamma U g i j

/-- The repulsion integral is symmetric in the two sites. -/
theorem gamma_comm (U g : ℝ) (i j : ℕ) : gamma U g i j = gamma U g j i := by
  unfold gamma
  grind

/-- The quadratic form of the repulsion matrix for charges `q` on `n + 1` orbitals is `U` times the
sum of their squares plus `2g` times the sum of the products of neighbouring charges. -/
theorem repulsion_form (U g : ℝ) (n : ℕ) (q : ℕ → ℝ) :
    (fun i : Fin (n + 1) => q i) ⬝ᵥ repulsion U g (n + 1) *ᵥ (fun i : Fin (n + 1) => q i)
      = U * ∑ i ∈ range (n + 1), q i ^ 2 + 2 * g * ∑ i ∈ range n, q i * q (i + 1) := by
  have h0 : (fun i : Fin (n + 1) => q i) ⬝ᵥ repulsion U g (n + 1) *ᵥ
      (fun i : Fin (n + 1) => q i)
      = ∑ i ∈ range (n + 1), ∑ j ∈ range (n + 1), q i * (gamma U g i j * q j) := by
    simp only [dotProduct, Matrix.mulVec, repulsion, Matrix.of_apply, Finset.mul_sum,
      Finset.sum_range]
  rw [h0]
  clear h0
  induction n with
  | zero =>
    simp only [zero_add, sum_range_one, range_zero, sum_empty, gamma, ↓reduceIte]
    ring
  | succ n ih =>
    -- the added orbital interacts only with its left neighbour
    have hb : ∑ i ∈ range (n + 1), q i * (gamma U g i (n + 1) * q (n + 1))
        = g * (q n * q (n + 1)) := by
      have hg : gamma U g n (n + 1) = g := by
        unfold gamma
        rw [if_neg (by omega), if_pos (by omega)]
      have hz : ∑ i ∈ range n, q i * (gamma U g i (n + 1) * q (n + 1)) = 0 := by
        refine sum_eq_zero fun i hi => ?_
        have hi' := mem_range.1 hi
        have h : gamma U g i (n + 1) = 0 := by
          unfold gamma
          rw [if_neg (by omega), if_neg (by omega)]
        rw [h]
        ring
      rw [sum_range_succ, hz, hg]
      ring
    have hb' : ∑ j ∈ range (n + 1), q (n + 1) * (gamma U g (n + 1) j * q j)
        = g * (q n * q (n + 1)) := by
      rw [← hb]
      refine sum_congr rfl fun j _ => ?_
      rw [gamma_comm U g (n + 1) j]
      ring
    have hd : gamma U g (n + 1) (n + 1) = U := if_pos rfl
    simp only [sum_range_succ _ (n + 1), sum_add_distrib]
    rw [ih, hb, hb', hd, sum_range_succ (fun i => q i * q (i + 1)) n]
    ring

/-- The squared sums of neighbouring charges, together with the squares of the two end charges,
give twice the sum of all squares plus twice the neighbour products. -/
theorem bond_squares (q : ℕ → ℝ) (n : ℕ) :
    q 0 ^ 2 + q n ^ 2 + ∑ i ∈ range n, (q i + q (i + 1)) ^ 2
      = 2 * ∑ i ∈ range (n + 1), q i ^ 2 + 2 * ∑ i ∈ range n, q i * q (i + 1) := by
  induction n with
  | zero =>
    simp only [zero_add, sum_range_one, range_zero, sum_empty]
    ring
  | succ n ih =>
    rw [sum_range_succ (fun i => (q i + q (i + 1)) ^ 2) n,
      sum_range_succ (fun i => q i ^ 2) (n + 1), sum_range_succ (fun i => q i * q (i + 1)) n]
    linear_combination ih

/-- If `g > 0` and `U ≥ 2g`, the repulsion matrix of a chain of `n + 1` orbitals is positive
definite. -/
theorem posDef_of_le (U g : ℝ) (hg : 0 < g) (hU : 2 * g ≤ U) (n : ℕ) :
    (repulsion U g (n + 1)).PosDef := by
  rw [Matrix.posDef_iff_dotProduct_mulVec]
  refine ⟨Matrix.IsHermitian.ext fun i j => ?_, ?_⟩
  · rw [star_trivial]
    exact gamma_comm U g j i
  intro x hx
  obtain ⟨q, hq⟩ : ∃ q : ℕ → ℝ, x = fun i : Fin (n + 1) => q i :=
    ⟨fun k => if h : k < n + 1 then x ⟨k, h⟩ else 0, by
      funext i
      show x i = if h : (i : ℕ) < n + 1 then x ⟨i, h⟩ else 0
      rw [dif_pos i.isLt, Fin.eta]⟩
  subst hq
  rw [star_trivial, repulsion_form]
  by_contra hneg
  have hid := bond_squares q n
  have hS : 0 ≤ ∑ i ∈ range (n + 1), q i ^ 2 := sum_nonneg fun _ _ => sq_nonneg _
  have hT : 0 ≤ ∑ i ∈ range n, (q i + q (i + 1)) ^ 2 := sum_nonneg fun _ _ => sq_nonneg _
  have hB : q 0 ^ 2 + q n ^ 2 + ∑ i ∈ range n, (q i + q (i + 1)) ^ 2 ≤ 0 := by
    by_contra h
    have h1 := mul_pos hg (not_le.1 h)
    rw [hid] at h1
    nlinarith [mul_nonneg (sub_nonneg.2 hU) hS]
  -- the end charge vanishes, and every bond passes this on to the next site
  have h0 : q 0 ^ 2 = 0 := by linarith [sq_nonneg (q 0), sq_nonneg (q n)]
  have hT0 : ∑ i ∈ range n, (q i + q (i + 1)) ^ 2 = 0 := by
    linarith [sq_nonneg (q 0), sq_nonneg (q n)]
  have hz := (sum_eq_zero_iff_of_nonneg fun i _ => sq_nonneg (q i + q (i + 1))).1 hT0
  have hall : ∀ k, k ≤ n → q k = 0 := by
    intro k
    induction k with
    | zero => exact fun _ => (pow_eq_zero_iff two_ne_zero).1 h0
    | succ k ih =>
      intro hk
      have h1 := (pow_eq_zero_iff two_ne_zero).1 (hz k (mem_range.2 (by omega)))
      linarith [ih (by omega)]
  exact hx (funext fun i => hall i (Nat.le_of_lt_succ i.isLt))

/-- On `n + 1` orbitals the quadratic form of the alternating charges `+1, -1, +1, ...` is
`(n + 1) (U - 2g) + 2g`. -/
theorem alternating_form (U g : ℝ) (n : ℕ) :
    (fun i : Fin (n + 1) => (-1 : ℝ) ^ (i : ℕ)) ⬝ᵥ
      repulsion U g (n + 1) *ᵥ (fun i : Fin (n + 1) => (-1 : ℝ) ^ (i : ℕ))
      = ((n : ℝ) + 1) * (U - 2 * g) + 2 * g := by
  have h1 : ∀ k : ℕ, ((-1 : ℝ) ^ k) ^ 2 = 1 := by
    intro k
    rw [← pow_mul, mul_comm, pow_mul]
    norm_num
  have h2 : ∀ k : ℕ, (-1 : ℝ) ^ k * (-1) ^ (k + 1) = -1 := by
    intro k
    rw [pow_succ]
    linear_combination -(h1 k)
  -- each orbital costs `U`, each bond gains `2g`
  have hE := repulsion_form U g n (fun k => (-1 : ℝ) ^ k)
  simp only [h1, h2, sum_const, card_range, nsmul_eq_mul] at hE
  rw [hE]
  push_cast
  ring

/-- If `U < 2g`, the quadratic form of the alternating charges `+1, -1, +1, ...` is negative on
every sufficiently long chain. -/
theorem alternation_unstable (U g : ℝ) (hU : U < 2 * g) :
    ∃ N : ℕ, ∀ n ≥ N, (fun i : Fin (n + 1) => (-1 : ℝ) ^ (i : ℕ)) ⬝ᵥ
      repulsion U g (n + 1) *ᵥ (fun i : Fin (n + 1) => (-1 : ℝ) ^ (i : ℕ)) < 0 := by
  have hd : 0 < 2 * g - U := sub_pos.2 hU
  obtain ⟨N, hN⟩ := exists_nat_gt (2 * g / (2 * g - U))
  rw [div_lt_iff₀ hd] at hN
  refine ⟨N, fun n hn => ?_⟩
  have hn' : (N : ℝ) ≤ n := by exact_mod_cast hn
  rw [alternating_form]
  nlinarith [mul_nonneg (sub_nonneg.2 hn') hd.le]

/-- For `g > 0` the truncated repulsion matrix is positive definite for chains of every length
`n ≥ 1` exactly when `U ≥ 2g`. -/
theorem posDef_all_lengths_iff (U g : ℝ) (hg : 0 < g) :
    (∀ n : ℕ, 1 ≤ n → (repulsion U g n).PosDef) ↔ 2 * g ≤ U := by
  constructor
  · intro h
    by_contra hU
    obtain ⟨N, hN⟩ := alternation_unstable U g (not_le.1 hU)
    have hne : (fun i : Fin (N + 1) => (-1 : ℝ) ^ (i : ℕ)) ≠ 0 := by
      intro h0
      have h1 := congrFun h0 0
      simp at h1
    have h1 := (Matrix.posDef_iff_dotProduct_mulVec.1 (h (N + 1) (by omega))).2 hne
    rw [star_trivial] at h1
    exact lt_asymm h1 (hN N le_rfl)
  · intro hU n hn
    obtain ⟨m, rfl⟩ := Nat.exists_eq_add_of_le' hn
    exact posDef_of_le U g hg hU m

end

end TruncatedChainRepulsion
```

```lean
#print axioms TruncatedChainRepulsion.posDef_all_lengths_iff
```

```
'TruncatedChainRepulsion.posDef_all_lengths_iff' depends on axioms: [propext, Classical.choice, Quot.sound]
```

## One inequality for all chain lengths

The function `gamma U g i j` gives the integral between sites i and j, and `repulsion U g n` collects these integrals into an n × n matrix. For real matrices, Mathlib's `PosDef` means that the matrix γ is symmetric and that the quadratic form

Q(q) = Σᵢⱼ qᵢ γᵢⱼ qⱼ

is strictly positive for every nonzero set of charges. In Lean this form is written `x ⬝ᵥ M *ᵥ x`.

The main theorem, `posDef_all_lengths_iff`, assumes g > 0. It says that the matrices for all n ≥ 1 are positive definite if and only if 2g ≤ U. Positivity of U is not assumed; on the stable side it follows from U ≥ 2g > 0. The hypothesis on g can't be relaxed to g ≥ 0, since for U = g = 0 the inequality holds while the matrix is zero.

The companion theorem `alternation_unstable` names the charge pattern that fails. If U < 2g, there is a length beyond which the charges +1, −1, +1, … always have a negative quadratic form.

The criterion concerns all lengths together. A short chain can be stable below the threshold: two orbitals have the eigenvalues U + g and U − g, so for g > 0 they need only U > g.

## Charge alternation and the cut-off

Half of Q is the classical interaction energy of the charges, including the on-site terms. In CNDO-type methods an energy of this shape, with one net charge for each atom, describes the electrostatic cost of moving charge between atoms. A negative Q means that a charge pattern lowers this energy, and scaling the pattern up lowers it further.

The model contains only this electrostatic term. Hopping, exchange and orbital energies are absent, so a negative Q does not by itself show that a complete semiempirical calculation is unstable. The charges are also unconstrained: their sum need not vanish, and their size is not limited by orbital occupations.

For semiempirical practice the result is a warning about abrupt cut-offs, within a uniform chain that keeps only neighbour integrals. Coulomb integrals computed from linearly independent charge densities form a positive definite matrix before truncation, so in that case a negative Q is produced by the cut. An alternating pattern gains from every attractive neighbour pair, while the repulsion between like charges two sites apart has been deleted.

## Stability from a sum of squares

Each neighbour pair appears twice in the double sum, so on n + 1 orbitals

Q = U Σᵢ₌₀ⁿ qᵢ² + 2g Σᵢ₌₀ⁿ⁻¹ qᵢqᵢ₊₁.

For n = 0 the second sum is empty. The lemma `repulsion_form` proves this by induction on the chain length. A new orbital at site n + 1 contributes U qₙ₊₁² from the diagonal and g qₙqₙ₊₁ from each of the new row and column; these two contributions are `hb'` and `hb` in the code.

Next, expand the squares (qᵢ + qᵢ₊₁)² over all bonds. Every interior charge belongs to two bonds and each end charge to one, so adding one more square for each end gives

B = q₀² + qₙ² + Σᵢ₌₀ⁿ⁻¹ (qᵢ + qᵢ₊₁)²
  = 2 Σᵢ₌₀ⁿ qᵢ² + 2 Σᵢ₌₀ⁿ⁻¹ qᵢqᵢ₊₁.

This is `bond_squares`, again by induction. For a single orbital the two ends coincide and both sides equal 2q₀². Multiplying by g and substituting into Q gives

Q = (U − 2g) Σᵢ₌₀ⁿ qᵢ² + g B.

If U ≥ 2g and g > 0, both terms are nonnegative. If Q were not positive, B would have to vanish, and with it each of its squares. Then q₀ = 0, and qᵢ₊₁ = −qᵢ carries the zero from site to site until all charges vanish. Hence Q > 0 for every nonzero charge vector.

The lemma `posDef_of_le` follows this argument. It first obtains symmetry from `gamma_comm` and extends the charges on the finite chain to a sequence `q` on all natural numbers. It then assumes that Q is not positive and derives B ≤ 0 as `hB`. The induction `hall` passes the zero along the chain, contradicting the assumption that the charge vector is nonzero.

## Instability from alternating charges

Take qᵢ = (−1)ⁱ. Each of the n + 1 squares is 1 and each of the n neighbour products is −1, so

Q = (n + 1)U − 2ng = (n + 1)(U − 2g) + 2g.

This is `alternating_form`. The vector has squared norm n + 1, so the value for the normalised pattern is

Q/(n + 1) = U − 2g + 2g/(n + 1).

The last term is an end effect, because a chain has one bond fewer than it has orbitals. At U = 2g it is all that remains: it keeps the value positive on each finite chain but tends to zero as the chain grows.

If U < 2g, then Q < 0 as soon as

n + 1 > 2g/(2g − U).

For U = 1.5g and g > 0, the alternating pattern gives zero on four orbitals and a negative value from five onwards. This bound on the length is sufficient but not sharp for the matrix itself: on four orbitals the charges +1, −2, +2, −1 already give Q = −g. The proof of `alternation_unstable` chooses a natural number N above 2g/(2g − U), which suffices for every n ≥ N.

The main theorem combines the two directions. If all chains are positive definite but U < 2g, the alternating vector on N + 1 orbitals is nonzero and has a form that is both positive and negative, a contradiction. Conversely, every n ≥ 1 can be written as m + 1, and `posDef_of_le` applies.
